# A single series probe conducts no better with energy-conserving dephasing than as a voltage probe

Once the source-probe and probe-drain conductances have been computed on an energy grid, the two common probe conditions can be compared before either result is used. If all current passes through one probe, the energy-conserving (dephasing) condition must give a linear-response conductance no larger than the inelastic (voltage-probe) condition. A calculation that uses the same contact conductances for both conditions and reverses this order by more than rounding contains an error.

Let $i$ label finitely many energies. The real numbers $a_i$ and $b_i$ are the source-probe and probe-drain conductances, with the thermal weight and grid spacing already included. In Lean they are functions `a b : ι → ℝ` on a finite type.

```lean
import Mathlib

open Finset

namespace ProbeConductance

noncomputable section

variable {ι : Type*} [Fintype ι]
```

## Currents and balance conditions

The source is at potential $V_S$ and the drain at $V_D$. In linear response, the probe's occupation at energy $i$ is expressed as an effective potential $u_i$. The current into the probe is $\sum_i a_i(V_S-u_i)$.

```lean
/-- Total current from the source at potential `VS` into a probe whose effective potential
at energy `i` is `u i`. -/
def sourceCurrent (a : ι → ℝ) (VS : ℝ) (u : ι → ℝ) : ℝ := ∑ i, a i * (VS - u i)
```

The current out of it, counted positive towards the drain, is $\sum_i b_i(u_i-V_D)$. There is no direct source-drain path.

```lean
/-- Total current from the probe into the drain at potential `VD`. -/
def drainCurrent (b : ι → ℝ) (VD : ℝ) (u : ι → ℝ) : ℝ := ∑ i, b i * (u i - VD)
```

A dephasing probe scatters elastically, so it returns current at the energy where it was absorbed:
$$a_i(V_S-u_i)=b_i(u_i-V_D)\quad\text{for every } i.$$

```lean
/-- A dephasing probe: the current into the probe equals the current out of it at each energy. -/
def IsDephasingProbe (a b : ι → ℝ) (VS VD : ℝ) (u : ι → ℝ) : Prop :=
  ∀ i, a i * (VS - u i) = b i * (u i - VD)
```

A voltage probe redistributes carriers over energy. It has one potential $\mu$, and only the totals balance. The probe is held at the common temperature of source and drain, and its heat current is not constrained; a probe whose temperature adjusts to stop the heat current is a different model.

```lean
/-- A voltage probe: one potential `μ` for all energies, with only the total currents in
balance. -/
def IsVoltageProbe (a b : ι → ℝ) (VS VD μ : ℝ) : Prop :=
  sourceCurrent a VS (fun _ => μ) = drainCurrent b VD (fun _ => μ)
```

Write $A=\sum_i a_i$ and $B=\sum_i b_i$. The two candidate conductances are
$$G_{\rm d}=\sum_i\frac{a_ib_i}{a_i+b_i},$$

```lean
/-- Series conductance at each energy, summed over energies; meant for `a i + b i ≠ 0`. -/
def dephasingConductance (a b : ι → ℝ) : ℝ := ∑ i, a i * b i / (a i + b i)
```

and
$$G_{\rm v}=\frac{AB}{A+B}.$$

```lean
/-- Series conductance of the summed contacts; meant for a nonzero total of all `a i` and
`b i`. -/
def voltageProbeConductance (a b : ι → ℝ) : ℝ :=
  (∑ i, a i) * (∑ i, b i) / (∑ i, a i + ∑ i, b i)
```

## Probe potentials and conductances

From here on all $a_i,b_i>0$, so every energy is open to both contacts. Energies closed to one or both contacts, as in a band gap, are outside the theorems below. They carry no current through a dephasing probe, and the inequality between the two conductances extends to them as a limit of small positive values. Collecting $u_i$ in the dephasing condition gives $(a_i+b_i)u_i=a_iV_S+b_iV_D$, hence
$$u_i=\frac{a_iV_S+b_iV_D}{a_i+b_i}.$$
The equivalence below gives existence and uniqueness; `linear_combination` does the rearrangement.

```lean
omit [Fintype ι] in
/-- For positive conductances, the dephasing condition fixes the probe potential at each energy
as the conductance-weighted mean of the source and drain potentials. -/
theorem isDephasingProbe_iff {a b : ι → ℝ} (ha : ∀ i, 0 < a i) (hb : ∀ i, 0 < b i)
    (VS VD : ℝ) (u : ι → ℝ) :
    IsDephasingProbe a b VS VD u ↔ ∀ i, u i = (a i * VS + b i * VD) / (a i + b i) := by
  unfold IsDephasingProbe
  refine forall_congr' fun i => ?_
  have h : a i + b i ≠ 0 := (add_pos (ha i) (hb i)).ne'
  rw [eq_div_iff h]
  constructor <;> intro h' <;> linear_combination -h'
```

Summed over energies, the voltage-probe condition reads $A(V_S-\mu)=B(\mu-V_D)$, so
$$\mu=\frac{AV_S+BV_D}{A+B}.$$
`[Nonempty ι]` supplies at least one energy; with none, every $\mu$ would balance.

```lean
/-- For positive conductances at one or more energies, the voltage-probe condition fixes the
common potential as the mean of `VS` and `VD` weighted by the summed conductances. -/
theorem isVoltageProbe_iff [Nonempty ι] {a b : ι → ℝ} (ha : ∀ i, 0 < a i)
    (hb : ∀ i, 0 < b i) (VS VD μ : ℝ) :
    IsVoltageProbe a b VS VD μ ↔
      μ = ((∑ i, a i) * VS + (∑ i, b i) * VD) / (∑ i, a i + ∑ i, b i) := by
  have hA : 0 < ∑ i, a i := sum_pos (fun i _ => ha i) univ_nonempty
  have hB : 0 < ∑ i, b i := sum_pos (fun i _ => hb i) univ_nonempty
  unfold IsVoltageProbe sourceCurrent drainCurrent
  rw [← sum_mul, ← sum_mul, eq_div_iff (add_pos hA hB).ne']
  constructor <;> intro h' <;> linear_combination -h'
```

Substituting $u_i$ gives $V_S-u_i=b_i(V_S-V_D)/(a_i+b_i)$. Multiplying by $a_i$ and summing gives the source current $G_{\rm d}(V_S-V_D)$.

```lean
/-- With positive conductances and a dephasing probe, the source current is the dephasing
conductance times the bias. -/
theorem dephasing_current {a b : ι → ℝ} (ha : ∀ i, 0 < a i) (hb : ∀ i, 0 < b i)
    {VS VD : ℝ} {u : ι → ℝ} (hu : IsDephasingProbe a b VS VD u) :
    sourceCurrent a VS u = dephasingConductance a b * (VS - VD) := by
  unfold sourceCurrent dephasingConductance
  rw [sum_mul]
  refine sum_congr rfl fun i _ => ?_
  have h : a i + b i ≠ 0 := (add_pos (ha i) (hb i)).ne'
  rw [(isDephasingProbe_iff ha hb VS VD u).1 hu i]
  field_simp
  ring
```

Likewise $V_S-\mu=B(V_S-V_D)/(A+B)$, and multiplying by $A$ gives $G_{\rm v}(V_S-V_D)$. Both conductance formulas therefore follow from the balance conditions.

```lean
/-- With positive conductances at one or more energies and a voltage probe, the source current
is the voltage-probe conductance times the bias. -/
theorem voltageProbe_current [Nonempty ι] {a b : ι → ℝ} (ha : ∀ i, 0 < a i)
    (hb : ∀ i, 0 < b i) {VS VD μ : ℝ} (hμ : IsVoltageProbe a b VS VD μ) :
    sourceCurrent a VS (fun _ => μ) = voltageProbeConductance a b * (VS - VD) := by
  have hA : 0 < ∑ i, a i := sum_pos (fun i _ => ha i) univ_nonempty
  have hB : 0 < ∑ i, b i := sum_pos (fun i _ => hb i) univ_nonempty
  have hW := (add_pos hA hB).ne'
  rw [(isVoltageProbe_iff ha hb VS VD μ).1 hμ]
  unfold sourceCurrent voltageProbeConductance
  rw [← sum_mul]
  generalize (∑ i, a i) = A at *
  generalize (∑ i, b i) = B at *
  field_simp
  ring
```

## The gap as a weighted spread

Let $w_i=a_i+b_i$ and $s_i=a_i/w_i$. Since $u_i=V_D+s_i(V_S-V_D)$, the share $s_i$ is the dephasing probe's potential on a scale from drain to source. For any reference $t$,
$$w_i(s_i-t)^2=\frac{a_i^2}{w_i}-2ta_i+t^2w_i,\qquad \frac{a_i^2}{w_i}=a_i-\frac{a_ib_i}{w_i}.$$
Summation gives
$$\sum_i w_i(s_i-t)^2=t^2(A+B)-2tA+A-G_{\rm d},$$
which is `key` in the code. At $t=A/(A+B)$ the right side becomes $A-A^2/(A+B)-G_{\rm d}=G_{\rm v}-G_{\rm d}$.

```lean
/-- For positive conductances at one or more energies, the voltage-probe conductance exceeds the
dephasing one by the weighted squared spread of the source shares `a i / (a i + b i)` about
the share of the summed conductances. -/
theorem conductance_gap [Nonempty ι] {a b : ι → ℝ} (ha : ∀ i, 0 < a i)
    (hb : ∀ i, 0 < b i) :
    voltageProbeConductance a b - dephasingConductance a b =
      ∑ i, (a i + b i) *
        (a i / (a i + b i) - (∑ j, a j) / (∑ j, a j + ∑ j, b j)) ^ 2 := by
  have hA : 0 < ∑ i, a i := sum_pos (fun i _ => ha i) univ_nonempty
  have hB : 0 < ∑ i, b i := sum_pos (fun i _ => hb i) univ_nonempty
  have hW := (add_pos hA hB).ne'
  -- expand the square about an arbitrary reference share `t`
  have key : ∀ t : ℝ, ∑ i, (a i + b i) * (a i / (a i + b i) - t) ^ 2 =
      t ^ 2 * (∑ i, a i + ∑ i, b i) - 2 * t * (∑ i, a i) + ∑ i, a i
        - dephasingConductance a b := by
    intro t
    unfold dephasingConductance
    rw [← sum_add_distrib, mul_sum, mul_sum, ← sum_sub_distrib, ← sum_add_distrib,
      ← sum_sub_distrib]
    refine sum_congr rfl fun i _ => ?_
    have h : a i + b i ≠ 0 := (add_pos (ha i) (hb i)).ne'
    field_simp
    ring
  rw [key]
  unfold voltageProbeConductance
  generalize (∑ i, a i) = A at *
  generalize (∑ i, b i) = B at *
  field_simp
  ring
```

## Order and equality

Every term of the gap is nonnegative, so $G_{\rm d}\le G_{\rm v}$. If the two are equal, every term vanishes and, since $w_i>0$, all shares equal $A/(A+B)$. Then $s_i=s_j$ gives $a_i(a_j+b_j)=a_j(a_i+b_i)$, so $a_ib_j=a_jb_i$ and $a_i/b_i=a_j/b_j$.

Conversely, equal ratios give $a_ib_j=a_jb_i$. Summing over $j$ yields $a_iB=Ab_i$, hence $a_i(A+B)=A(a_i+b_i)$. Every share is then $A/(A+B)$ and the gap is zero.

The step from a vanishing sum to vanishing terms is Mathlib's `sum_eq_zero_iff_of_nonneg`. Given a proof that each term is nonnegative, here `hnn`, it states that the sum is zero if and only if each term is. Its forward direction, `.1`, turns one equation between conductances into an equation at every energy, `h0`.

```lean
/-- For positive conductances at one or more energies, the dephasing conductance is at most the
voltage-probe conductance, with equality exactly when `a i / b i` is the same at all energies. -/
theorem dephasing_le_voltageProbe [Nonempty ι] {a b : ι → ℝ} (ha : ∀ i, 0 < a i)
    (hb : ∀ i, 0 < b i) :
    dephasingConductance a b ≤ voltageProbeConductance a b ∧
      (dephasingConductance a b = voltageProbeConductance a b ↔
        ∀ i j, a i / b i = a j / b j) := by
  have hA : 0 < ∑ i, a i := sum_pos (fun i _ => ha i) univ_nonempty
  have hB : 0 < ∑ i, b i := sum_pos (fun i _ => hb i) univ_nonempty
  have hw : ∀ i, 0 < a i + b i := fun i => add_pos (ha i) (hb i)
  have gap := conductance_gap ha hb
  have hnn : ∀ i ∈ (univ : Finset ι), 0 ≤ (a i + b i) *
      (a i / (a i + b i) - (∑ j, a j) / (∑ j, a j + ∑ j, b j)) ^ 2 :=
    fun i _ => mul_nonneg (hw i).le (sq_nonneg _)
  refine ⟨by linarith [sum_nonneg hnn], fun h => ?_, fun h => ?_⟩
  · -- a vanishing gap forces every share to equal the overall share
    have h0 := (sum_eq_zero_iff_of_nonneg hnn).1 (by linarith)
    have hs : ∀ i, a i / (a i + b i) = (∑ j, a j) / (∑ j, a j + ∑ j, b j) := fun i =>
      sub_eq_zero.1 (pow_eq_zero_iff two_ne_zero |>.1
        ((mul_eq_zero.1 (h0 i (mem_univ i))).resolve_left (hw i).ne'))
    intro i j
    have hij := (hs i).trans (hs j).symm
    rw [div_eq_div_iff (hw i).ne' (hw j).ne'] at hij
    rw [div_eq_div_iff (hb i).ne' (hb j).ne']
    linear_combination hij
  · -- equal ratios, summed over energies, give equal shares
    have hz := sum_eq_zero (s := (univ : Finset ι)) (f := fun i => (a i + b i) *
        (a i / (a i + b i) - (∑ j, a j) / (∑ j, a j + ∑ j, b j)) ^ 2) (fun i _ => by
      have hi : a i * (∑ j, b j) = (∑ j, a j) * b i := by
        rw [mul_sum, sum_mul]
        exact sum_congr rfl fun j _ =>
          (div_eq_div_iff (hb i).ne' (hb j).ne').1 (h i j)
      have hs : a i / (a i + b i) = (∑ j, a j) / (∑ j, a j + ∑ j, b j) := by
        rw [div_eq_div_iff (hw i).ne' (add_pos hA hB).ne']
        linear_combination hi
      rw [hs, sub_self]
      ring)
    linarith
```

At forward bias $V_D<V_S$, multiplying by $V_S-V_D>0$ carries the order over to the source currents, and cancelling the same factor carries over the equality criterion. That criterion needs $V_S\ne V_D$: at zero bias both currents vanish whatever the ratios.

```lean
/-- At forward bias `VD < VS`, with positive conductances at one or more energies, a dephasing
probe passes at most the current of a voltage probe, and the same current exactly when
`a i / b i` is the same at all energies. -/
theorem dephasing_current_le [Nonempty ι] {a b : ι → ℝ} (ha : ∀ i, 0 < a i)
    (hb : ∀ i, 0 < b i) {VS VD μ : ℝ} {u : ι → ℝ} (hV : VD < VS)
    (hu : IsDephasingProbe a b VS VD u) (hμ : IsVoltageProbe a b VS VD μ) :
    sourceCurrent a VS u ≤ sourceCurrent a VS (fun _ => μ) ∧
      (sourceCurrent a VS u = sourceCurrent a VS (fun _ => μ) ↔
        ∀ i j, a i / b i = a j / b j) := by
  obtain ⟨hle, heq⟩ := dephasing_le_voltageProbe ha hb
  have hbias : 0 < VS - VD := sub_pos.2 hV
  rw [dephasing_current ha hb hu, voltageProbe_current ha hb hμ, ← heq]
  exact ⟨mul_le_mul_of_nonneg_right hle hbias.le,
    fun h => mul_right_cancel₀ hbias.ne' h, fun h => by rw [h]⟩

end

end ProbeConductance
```

```lean
#print axioms ProbeConductance.dephasing_le_voltageProbe
#print axioms ProbeConductance.dephasing_current_le
```

```
'ProbeConductance.dephasing_le_voltageProbe' depends on axioms: [propext, Classical.choice, Quot.sound]
'ProbeConductance.dephasing_current_le' depends on axioms: [propext, Classical.choice, Quot.sound]
```
